# Closed-form energy of the Hylleraas function exp(−ks/2)(1 + gku) for two-electron atoms

To optimise the length scale of a correlated trial function of fixed shape for a two-electron atom, a variational code can evaluate the norm, kinetic and potential integrals once at unit scale and then vary the scale algebraically. For the function treated here, the integrals themselves are quadratics in the correlation parameter, so the whole energy surface is an explicit formula.

Let $r_1$ and $r_2$ be the distances of the electrons from a fixed nucleus of charge $Z$, and $r_{12}$ their separation. With $s=r_1+r_2$, $u=r_{12}$ and $t=|r_1-r_2|$, the trial function is

$$\psi(s,u)=e^{-ks/2}(1+gku),\qquad k>0,$$

where $k$ sets the length scale and $g$ the weight of the term linear in $u$. With lengths in bohr, its nonrelativistic energy expectation value in hartree is

$$E=\frac{k^2M-kL}{N},$$

$$\begin{aligned}
N&=32+280g+768g^2,\\
M&=8+50g+128g^2,\\
L&=(32Z-10)+(240Z-64)g+(576Z-140)g^2.
\end{aligned}$$

For helium, $L=54+416g+1012g^2$.

## Reference values for an integral routine

At $k=1$, and with the volume element taken as $u(s^2-t^2)\,ds\,du\,dt$ on $0\le t\le u\le s$, the norm integral is $N$, the kinetic integral is $M$ and minus the potential integral is $L$. The full six-dimensional integrals are larger by the common factor $2\pi^2$. A code that computes Hylleraas integrals numerically or by recursion can be compared with the three values separately, which locates an error better than the energy alone. Two points of the surface also show what the linear $u$ term does in this two-parameter, nonrelativistic model:

- Helium at $k=3.7$, $g=0.1$ has $E<-2.891$, while $E>-2.848$ for every $k>0$ when $g=0$.
- The hydride ion at $k=1.6$, $g=0.2$ has $E<-1/2$, while $E>-1/2$ for every $k>0$ when $g=0$.

The value $-1/2$ is the energy of a hydrogen atom with a fixed nucleus plus a free electron at rest. The functions with $g=0$ put both electrons in the same single exponential. That is not the Hartree–Fock orbital, so the helium gap is not the correlation energy. Nor does the hydride result show that a term in $u$ is needed to get below $-1/2$: a symmetrised product of two different exponentials, one for each electron, can do so without it.

## From the Hamiltonian to three quadratics

After integration over the angles that do not affect $\psi$, the volume element is proportional to $u(s^2-t^2)\,ds\,du\,dt$ on $0\le t\le u\le s$. The constant factor cancels in the energy.

For the kinetic energy, integration by parts turns the expectation value of $-\tfrac12(\nabla_1^2+\nabla_2^2)$ into the integral of $\tfrac12(|\nabla_1\psi|^2+|\nabla_2\psi|^2)$. The boundary terms vanish because $\psi$ decays exponentially and its gradient stays bounded where two particles meet. Write $\hat r_{12}=(\mathbf r_1-\mathbf r_2)/u$. Then $\nabla_1\psi=\psi_s\hat r_1+\psi_u\hat r_{12}$ and $\nabla_2\psi=\psi_s\hat r_2-\psi_u\hat r_{12}$, where subscripts on $\psi$ denote partial derivatives. Hence

$$\tfrac12\left(|\nabla_1\psi|^2+|\nabla_2\psi|^2\right)=\psi_s^2+\psi_u^2+\psi_s\psi_u\,(\hat r_1-\hat r_2)\cdot\hat r_{12}.$$

If $\theta$ is the angle between $\mathbf r_1$ and $\mathbf r_2$, the last scalar product is $s(1-\cos\theta)/u$. The cosine rule gives $u^2=t^2+2r_1r_2(1-\cos\theta)$, and $4r_1r_2=s^2-t^2$, so the product equals $2s(u^2-t^2)/[u(s^2-t^2)]$. The weighted kinetic density is therefore

$$u(s^2-t^2)(\psi_s^2+\psi_u^2)+2s(u^2-t^2)\psi_s\psi_u.$$

The potential is $-Z/r_1-Z/r_2+1/u=-4Zs/(s^2-t^2)+1/u$. Minus the weighted potential density is $(4Zsu-s^2+t^2)\psi^2$.

**Norm.** Integration over $t$ turns $u(s^2-t^2)$ into $s^2u^2-u^4/3$. Multiplying by $(1+gku)^2$ and integrating over $u$ from $0$ to $s$ leaves

$$e^{-ks}\left(\tfrac4{15}s^5+\tfrac7{18}gk\,s^6+\tfrac{16}{105}g^2k^2s^7\right).$$

With $\int_0^\infty s^ne^{-ks}\,ds=n!/k^{n+1}$, the norm integral is $N/k^6$.

**Potential.** The $t$-integral of the weight is $4Zsu^2-s^2u+u^3/3$. The $u$-integral with $(1+gku)^2$ gives

$$e^{-ks}\left[\left(\tfrac{4Z}3-\tfrac5{12}\right)s^4+2gk\left(Z-\tfrac4{15}\right)s^5+g^2k^2\left(\tfrac{4Z}5-\tfrac7{36}\right)s^6\right],$$

and the moments $24/k^5$, $120/k^6$ and $720/k^7$ give $L/k^5$.

**Kinetic energy.** Here $\psi_s=-(k/2)\psi$ and $\psi_u=gke^{-ks/2}$. After the $t$-integration the density is $e^{-ks}$ times

$$k^2\left(s^2u^2-\tfrac{u^4}3\right)\left[\tfrac{(1+gku)^2}4+g^2\right]-\tfrac23gk^2su^3(1+gku).$$

Integration over $u$ gives

$$e^{-ks}\left[k^2\left(\tfrac1{15}-\tfrac g6+\tfrac{4g^2}{15}\right)s^5+k^3\left(\tfrac{7g}{72}-\tfrac{2g^2}{15}\right)s^6+\tfrac4{105}g^2k^4s^7\right].$$

The three moments contribute $8-20g+32g^2$, $70g-96g^2$ and $192g^2$, each over $k^4$. Their sum is $M/k^4$.

The energy is then $(M/k^4-L/k^5)/(N/k^6)=(k^2M-kL)/N$. At $g=0$ it becomes

$$E=\left(\tfrac k2-\left(Z-\tfrac5{16}\right)\right)^2-\left(Z-\tfrac5{16}\right)^2.$$

The square is nonnegative, so $E\ge-(27/16)^2=-2.84765625$ for helium and $E\ge-(11/16)^2=-0.47265625$ for hydride. At the two correlated points, substitution gives about $-2.8911$ and $-0.5074$.

## Lean definitions and proofs

```lean
import Mathlib

open MeasureTheory Set

namespace HylleraasTwoElectron

noncomputable section

/-- The integral over the Hylleraas region `0 ≤ t ≤ u ≤ s`, with `s = r₁ + r₂`, `u = r₁₂`
and `t = |r₁ - r₂|`. -/
def hylInt (f : ℝ → ℝ → ℝ → ℝ) : ℝ :=
  ∫ s in Ioi (0 : ℝ), ∫ u in (0 : ℝ)..s, ∫ t in (0 : ℝ)..u, f s u t

/-- The norm integral of a wave function `ψ(s, u)`, up to a common constant factor. -/
def normInt (ψ : ℝ → ℝ → ℝ) : ℝ :=
  hylInt fun s u t => u * (s ^ 2 - t ^ 2) * ψ s u ^ 2

/-- The kinetic energy integral of both electrons for a differentiable wave function `ψ(s, u)`, up
to the same constant factor as in `normInt`. -/
def kineticInt (ψ : ℝ → ℝ → ℝ) : ℝ :=
  hylInt fun s u t =>
    u * (s ^ 2 - t ^ 2) * (deriv (fun x => ψ x u) s ^ 2 + deriv (fun y => ψ s y) u ^ 2)
      + 2 * s * (u ^ 2 - t ^ 2) * (deriv (fun x => ψ x u) s * deriv (fun y => ψ s y) u)

/-- Minus the potential energy integral: attraction by a nucleus of charge `Z`, less the repulsion
of the electrons, up to the same constant factor as in `normInt`. -/
def bindingInt (Z : ℝ) (ψ : ℝ → ℝ → ℝ) : ℝ :=
  hylInt fun s u t => (4 * Z * s * u - s ^ 2 + t ^ 2) * ψ s u ^ 2

/-- The energy expectation value in hartree, for wave functions with nonzero norm integral. -/
def energy (Z : ℝ) (ψ : ℝ → ℝ → ℝ) : ℝ :=
  (kineticInt ψ - bindingInt Z ψ) / normInt ψ

/-- The Hylleraas function `exp(-s/2) (1 + g u)` with all lengths scaled by `k`. -/
def trial (k g s u : ℝ) : ℝ := Real.exp (-(k * s) / 2) * (1 + g * (k * u))

/-- Integration over `t` and `u`: a density quadratic in `t`, whose `t`-integral is a polynomial
in `u`, is integrated term by term. -/
theorem inner_integral {f : ℝ → ℝ → ℝ} {v : ℝ} (s c₁ c₂ c₃ c₄ c₅ c₆ : ℝ)
    (h : ∀ u, ∃ a b : ℝ, (∀ t, f u t = a + b * t ^ 2) ∧ a * u + b * u ^ 3 / 3 =
      c₁ * u ^ 1 + c₂ * u ^ 2 + c₃ * u ^ 3 + c₄ * u ^ 4 + c₅ * u ^ 5 + c₆ * u ^ 6)
    (hv : c₁ * s ^ 2 / 2 + c₂ * s ^ 3 / 3 + c₃ * s ^ 4 / 4 + c₄ * s ^ 5 / 5
      + c₅ * s ^ 6 / 6 + c₆ * s ^ 7 / 7 = v) :
    ∫ u in (0 : ℝ)..s, ∫ t in (0 : ℝ)..u, f u t = v := by
  have ht : ∀ u, ∫ t in (0 : ℝ)..u, f u t =
      c₁ * u ^ 1 + c₂ * u ^ 2 + c₃ * u ^ 3 + c₄ * u ^ 4 + c₅ * u ^ 5 + c₆ * u ^ 6 := by
    intro u
    obtain ⟨a, b, hf, hab⟩ := h u
    rw [← hab, intervalIntegral.integral_congr (fun t _ => hf t), intervalIntegral.integral_add]
    · simp only [intervalIntegral.integral_const, intervalIntegral.integral_const_mul,
        integral_pow, smul_eq_mul]
      push_cast
      ring
    all_goals exact Continuous.intervalIntegrable (by fun_prop) _ _
  rw [intervalIntegral.integral_congr (fun u _ => ht u), ← hv,
    intervalIntegral.integral_add, intervalIntegral.integral_add, intervalIntegral.integral_add,
    intervalIntegral.integral_add, intervalIntegral.integral_add]
  · simp only [intervalIntegral.integral_const_mul, integral_pow]
    push_cast
    ring
  all_goals exact Continuous.intervalIntegrable (by fun_prop) _ _

/-- Integration over `s`: for `k > 0` each power `s ^ n` against `exp(-ks)` contributes
`n! / k ^ (n + 1)`. -/
theorem outer_integral {f : ℝ → ℝ → ℝ → ℝ} {k v : ℝ} (hk : 0 < k) (n : ℕ) (p q r : ℝ)
    (h : ∀ s, ∫ u in (0 : ℝ)..s, ∫ t in (0 : ℝ)..u, f s u t =
      (p * s ^ n + q * s ^ (n + 1) + r * s ^ (n + 2)) * Real.exp (-(k * s) / 2) ^ 2)
    (hv : p * (n.factorial / k ^ (n + 1)) + q * ((n + 1).factorial / k ^ (n + 1 + 1))
      + r * ((n + 2).factorial / k ^ (n + 2 + 1)) = v) :
    hylInt f = v := by
  -- the moments of the exponential, from the Gamma function
  have mom : ∀ m : ℕ, ∫ s in Ioi (0 : ℝ), s ^ m * Real.exp (-(k * s)) =
      m.factorial / k ^ (m + 1) := by
    intro m
    have h1 := Real.integral_rpow_mul_exp_neg_mul_Ioi (a := (m : ℝ) + 1) (r := k)
      (by positivity) hk
    have e : (1 / k) ^ ((m : ℝ) + 1) = (1 / k) ^ (m + 1) := by
      exact_mod_cast Real.rpow_natCast (1 / k) (m + 1)
    rw [add_sub_cancel_right, Real.Gamma_nat_eq_factorial, e] at h1
    simp_rw [Real.rpow_natCast] at h1
    rw [h1, one_div, inv_pow, div_eq_inv_mul]
  -- a nonzero integral certifies integrability
  have I : ∀ m : ℕ, Integrable (fun s : ℝ => s ^ m * Real.exp (-(k * s)))
      (volume.restrict (Ioi 0)) := by
    intro m
    by_contra hn
    have h1 := mom m
    rw [integral_undef hn] at h1
    have h2 : (0 : ℝ) < m.factorial / k ^ (m + 1) :=
      div_pos (by exact_mod_cast m.factorial_pos) (pow_pos hk _)
    linarith
  have h' : ∀ s, ∫ u in (0 : ℝ)..s, ∫ t in (0 : ℝ)..u, f s u t =
      p * (s ^ n * Real.exp (-(k * s))) + q * (s ^ (n + 1) * Real.exp (-(k * s)))
        + r * (s ^ (n + 2) * Real.exp (-(k * s))) := by
    intro s
    have e : Real.exp (-(k * s) / 2) ^ 2 = Real.exp (-(k * s)) := by
      rw [sq, ← Real.exp_add, add_halves]
    rw [h s, e]
    ring
  have J : Integrable (fun s : ℝ => p * (s ^ n * Real.exp (-(k * s)))
      + q * (s ^ (n + 1) * Real.exp (-(k * s)))) (volume.restrict (Ioi 0)) :=
    ((I n).const_mul p).add ((I (n + 1)).const_mul q)
  unfold hylInt
  rw [integral_congr_ae (Filter.Eventually.of_forall h'),
    integral_add J ((I (n + 2)).const_mul r),
    integral_add ((I n).const_mul p) ((I (n + 1)).const_mul q),
    integral_const_mul, integral_const_mul, integral_const_mul, mom, mom, mom, hv]

/-- The derivatives of the trial function with respect to `s` and `u`. -/
theorem deriv_trial (k g s u : ℝ) :
    deriv (fun x => trial k g x u) s = -(k / 2) * trial k g s u ∧
      deriv (fun y => trial k g s y) u = g * k * Real.exp (-(k * s) / 2) := by
  constructor
  · have h := (((hasDerivAt_id' s).const_mul k).fun_neg.div_const 2).exp.mul_const
      (1 + g * (k * u))
    refine Eq.trans h.deriv ?_
    simp only [trial]
    ring
  · have h := ((((hasDerivAt_id' u).const_mul k).const_mul g).const_add 1).const_mul
      (Real.exp (-(k * s) / 2))
    refine Eq.trans h.deriv ?_
    ring

/-- The norm integral of the trial function for `k > 0`. -/
theorem normInt_trial {k : ℝ} (hk : 0 < k) (g : ℝ) :
    normInt (trial k g) = (32 + 280 * g + 768 * g ^ 2) / k ^ 6 := by
  unfold normInt
  refine outer_integral hk 5 (4 / 15) (7 / 18 * g * k) (16 / 105 * g ^ 2 * k ^ 2)
    (fun s => ?_) ?_
  · set X := Real.exp (-(k * s) / 2) with hX
    refine inner_integral s 0 (X ^ 2 * s ^ 2) (2 * g * k * X ^ 2 * s ^ 2)
      (X ^ 2 * (g ^ 2 * k ^ 2 * s ^ 2 - 1 / 3)) (-(2 * g * k * X ^ 2 / 3))
      (-(g ^ 2 * k ^ 2 * X ^ 2 / 3))
      (fun u => ⟨u * s ^ 2 * X ^ 2 * (1 + g * k * u) ^ 2, -(u * X ^ 2 * (1 + g * k * u) ^ 2),
        fun t => ?_, by ring⟩) (by ring)
    simp only [trial, ← hX]
    ring
  · norm_num [Nat.factorial]
    field_simp
    ring

/-- Minus the potential energy integral of the trial function for `k > 0` and nuclear
charge `Z`. -/
theorem bindingInt_trial {k : ℝ} (hk : 0 < k) (Z g : ℝ) :
    bindingInt Z (trial k g) =
      (32 * Z - 10 + (240 * Z - 64) * g + (576 * Z - 140) * g ^ 2) / k ^ 5 := by
  unfold bindingInt
  refine outer_integral hk 4 (4 * Z / 3 - 5 / 12) (2 * g * k * (Z - 4 / 15))
    (g ^ 2 * k ^ 2 * (4 * Z / 5 - 7 / 36)) (fun s => ?_) ?_
  · set X := Real.exp (-(k * s) / 2) with hX
    refine inner_integral s (-(X ^ 2 * s ^ 2)) (X ^ 2 * (4 * Z * s - 2 * g * k * s ^ 2))
      (X ^ 2 * (1 / 3 + 8 * g * k * Z * s - g ^ 2 * k ^ 2 * s ^ 2))
      (X ^ 2 * (2 * g * k / 3 + 4 * g ^ 2 * k ^ 2 * Z * s)) (X ^ 2 * g ^ 2 * k ^ 2 / 3) 0
      (fun u => ⟨(4 * Z * s * u - s ^ 2) * X ^ 2 * (1 + g * k * u) ^ 2,
        X ^ 2 * (1 + g * k * u) ^ 2, fun t => ?_, by ring⟩) (by ring)
    simp only [trial, ← hX]
    ring
  · norm_num [Nat.factorial]
    field_simp
    ring

/-- The kinetic energy integral of the trial function for `k > 0`. -/
theorem kineticInt_trial {k : ℝ} (hk : 0 < k) (g : ℝ) :
    kineticInt (trial k g) = (8 + 50 * g + 128 * g ^ 2) / k ^ 4 := by
  simp only [kineticInt, (deriv_trial _ _ _ _).1, (deriv_trial _ _ _ _).2]
  refine outer_integral hk 5 (k ^ 2 * (1 / 15 + 4 * g ^ 2 / 15 - g / 6))
    (k ^ 3 * (7 * g / 72 - 2 * g ^ 2 / 15)) (4 / 105 * g ^ 2 * k ^ 4) (fun s => ?_) ?_
  · set X := Real.exp (-(k * s) / 2) with hX
    refine inner_integral s 0 (X ^ 2 * s ^ 2 * k ^ 2 * (1 / 4 + g ^ 2))
      (X ^ 2 * (s ^ 2 * k ^ 3 * g / 2 - 2 * s * k ^ 2 * g / 3))
      (X ^ 2 * (s ^ 2 * k ^ 4 * g ^ 2 / 4 - k ^ 2 * (1 / 4 + g ^ 2) / 3
        - 2 * s * k ^ 3 * g ^ 2 / 3))
      (-(X ^ 2 * k ^ 3 * g / 6)) (-(X ^ 2 * k ^ 4 * g ^ 2 / 12))
      (fun u => ⟨u * s ^ 2 * X ^ 2 * k ^ 2 * ((1 + g * k * u) ^ 2 / 4 + g ^ 2)
          - s * k ^ 2 * g * u ^ 2 * (1 + g * k * u) * X ^ 2,
        -(u * X ^ 2 * k ^ 2 * ((1 + g * k * u) ^ 2 / 4 + g ^ 2))
          + s * k ^ 2 * g * (1 + g * k * u) * X ^ 2, fun t => ?_, by ring⟩) (by ring)
    simp only [trial, ← hX]
    ring
  · norm_num [Nat.factorial]
    field_simp
    ring

/-- The energy of the Hylleraas function with scale `k > 0` and correlation parameter `g`
in the field of a nucleus of charge `Z`. -/
theorem energy_trial {k : ℝ} (hk : 0 < k) (Z g : ℝ) :
    energy Z (trial k g) =
      (k ^ 2 * (8 + 50 * g + 128 * g ^ 2)
        - k * (32 * Z - 10 + (240 * Z - 64) * g + (576 * Z - 140) * g ^ 2))
      / (32 + 280 * g + 768 * g ^ 2) := by
  have hN : 32 + 280 * g + 768 * g ^ 2 ≠ 0 := by
    have : 0 < 32 + 280 * g + 768 * g ^ 2 := by nlinarith [sq_nonneg (g + 35 / 192)]
    exact this.ne'
  rw [energy, kineticInt_trial hk, bindingInt_trial hk, normInt_trial hk]
  field_simp

/-- Without the factor in `u` the energy at scale `k > 0` is a parabola in `k` with lowest
value `-(Z - 5/16)²` at `k/2 = Z - 5/16`, if that `k` is positive. -/
theorem energy_uncorrelated {k : ℝ} (hk : 0 < k) (Z : ℝ) :
    energy Z (trial k 0) = (k / 2 - (Z - 5 / 16)) ^ 2 - (Z - 5 / 16) ^ 2 := by
  rw [energy_trial hk, div_eq_iff (by norm_num)]
  ring

/-- Helium: at `k = 3.7`, `g = 0.1` the energy is below `-2.891` hartree, whereas with `g = 0`
it stays above `-2.848` hartree for every `k > 0`. -/
theorem helium_energy :
    energy 2 (trial 3.7 0.1) < -2.891 ∧ ∀ k : ℝ, 0 < k → -2.848 < energy 2 (trial k 0) := by
  constructor
  · rw [energy_trial (by norm_num)]
    norm_num
  · intro k hk
    rw [energy_uncorrelated hk]
    have := sq_nonneg (k / 2 - (2 - 5 / 16))
    norm_num at this ⊢
    linarith

/-- Hydride ion: at `k = 1.6`, `g = 0.2` the energy is below `-1/2` hartree, the energy of a
hydrogen atom and a free electron at rest, whereas with `g = 0` it is above for every `k > 0`. -/
theorem hydride_energy :
    energy 1 (trial 1.6 0.2) < -1 / 2 ∧ ∀ k : ℝ, 0 < k → -1 / 2 < energy 1 (trial k 0) := by
  constructor
  · rw [energy_trial (by norm_num)]
    norm_num
  · intro k hk
    rw [energy_uncorrelated hk]
    have := sq_nonneg (k / 2 - (1 - 5 / 16))
    norm_num at this ⊢
    linarith

end

end HylleraasTwoElectron
```

```lean
#print axioms HylleraasTwoElectron.energy_trial
-- 'HylleraasTwoElectron.energy_trial' depends on axioms: [propext, Classical.choice, Quot.sound]
#print axioms HylleraasTwoElectron.helium_energy
-- 'HylleraasTwoElectron.helium_energy' depends on axioms: [propext, Classical.choice, Quot.sound]
#print axioms HylleraasTwoElectron.hydride_energy
-- 'HylleraasTwoElectron.hydride_energy' depends on axioms: [propext, Classical.choice, Quot.sound]
```

## How the Lean objects match the integrals

`hylInt` is the iterated integral with $t$ innermost, then $u$, then $s$ over the positive half-line. `normInt`, `kineticInt` and `bindingInt` insert the three densities derived above, for a real function `ψ` of $s$ and $u$. The kinetic density contains Lean's `deriv`, so the derivatives of the trial function are computed and not supplied. `energy` is the quotient, with `bindingInt` counted as minus the potential energy. It is an expectation value only if all three integrals converge, as they do for the trial function with $k>0$.

In `trial k g s u` the scale multiplies both lengths. The dependence on $k$ in `energy_trial` is thus a consequence of the integrals. That theorem holds for every $k>0$ and all real $Z$ and $g$; positivity of $k$ makes the exponential decay.

`inner_integral` performs the $t$- and $u$-integrations. Its hypotheses ask for a density of the form $a+bt^2$ and for the coefficients of the resulting polynomial in $u$. `outer_integral` performs the $s$-integration with the factorial moments, obtained from the Gamma function. Lean assigns the value zero to the integral of a nonintegrable function, so each positive moment also proves that its integrand is integrable.

`deriv_trial` supplies $\psi_s$ and $\psi_u$. `normInt_trial`, `bindingInt_trial` and `kineticInt_trial` then pass the coefficients of the powers of $u$ to `inner_integral` and the coefficients of the powers of $s$ displayed above to `outer_integral`, and `ring` checks the polynomial identities. In `energy_trial`, `nlinarith` shows $N>0$ by completing a square, and `field_simp` clears the powers of $k$.

`energy_uncorrelated` is the parabola at $g=0$. In `helium_energy` and `hydride_energy`, `norm_num` evaluates the correlated point as a rational number, and `sq_nonneg` gives the lower bound for all $k>0$ at $g=0$.

## Limits of the energy formula

The theorems start from the integrals in $s$, $u$ and $t$. The reduction from the six-dimensional Hamiltonian is the derivation above and enters the file through its definitions. The nucleus is fixed and point-like, and the spatial function is symmetric under exchange of the electrons, as for a spin singlet.

The definitions admit no dependence of `ψ` on $t$. A code with powers of $t$ in its basis needs further kinetic terms, and `kineticInt` must not be used for it unchanged.

The inequalities concern expectation values at stated parameters, and no optimality of those parameters is claimed. Reading them as upper bounds on ground-state energies, and the hydride value as evidence of binding, uses the variational principle, which the file does not prove. The results also say nothing about rounding or quadrature errors in a floating-point implementation.
